# Nonzero zero-mean level errors raise the average Kondo temperature in Haldane's formula

Suppose a transport code estimates the Kondo temperature of a quantum dot from a level energy known only to within an uncertainty $\pm d$. One simple way to propagate that uncertainty is to evaluate the temperature at both shifted levels and average. The errors cancel in the level energy, but not in the temperature.

## The mean over two opposite level errors

Let $e$ be the level energy measured from the Fermi energy, $U>0$ the charging energy and $D>0$ the hybridisation half-width (not the conduction bandwidth, which often carries this letter). Haldane's estimate of the Kondo temperature, usually written $T_K$, is

$$K(e)=T_0\exp\!\left(\frac{\pi e(e+U)}{2DU}\right).$$

The prefactor $T_0>0$ stands for the overall temperature scale set by the charging energy and the hybridisation, and is taken as independent of the level. For all real $e$ and $d$,

$$\frac{K(e+d)+K(e-d)}2=K(e)\,e^{\pi d^2/(2DU)}\cosh\frac{\pi d(2e+U)}{2DU}.$$

The mean exceeds $K(e)$ exactly when $d\ne0$.

## What it corrects in a simulation

Inserting the mean level energy into $K$ underestimates the mean temperature. In quantum-dot simulations that use Haldane's formula with fixed $T_0$, $U$ and $D$, the identity gives the correction for two equally likely opposite errors. First-order error propagation misses this shift, because the linear term averages to zero.

## From the shifted exponent to the bias

Set $a=\pi/(2DU)$. Expanding the product in the exponent gives

$$(e+d)(e+d+U)=e(e+U)+d^2+d(2e+U),$$

so $K(e+d)=K(e)\,e^{ad^2}e^{b}$ with $b=ad(2e+U)$. Replacing $d$ by $-d$ changes only the sign of $b$. The mean is therefore $K(e)\,e^{ad^2}(e^b+e^{-b})/2$, and the last factor is $\cosh b$. For $d\ne0$ we have $e^{ad^2}>1$ and $\cosh b\ge1$, hence a strict increase; for $d=0$ the two sides agree.

Differentiating the exponent gives the first-order sensitivity $K'(e)=a(2e+U)K(e)$.

Now take finitely many errors $d_i$ with probabilities $w_i$ and $\sum_i w_id_i=0$. Write $x_i=a\bigl(d_i^2+d_i(2e+U)\bigr)$. The linear part averages out, so $\sum_iw_ix_i=a\langle d^2\rangle$, where $\langle d^2\rangle=\sum_iw_id_i^2$. Jensen's inequality for the exponential yields

$$\sum_iw_iK(e+d_i)=K(e)\sum_iw_ie^{x_i}\ge K(e)\,e^{a\langle d^2\rangle}.$$

If some nonzero error has positive probability, then $\langle d^2\rangle>0$ and the average lies strictly above $K(e)$. At the particle-hole symmetric point $e=-U/2$, $b=0$, so two equally likely opposite errors attain the bound.

## The Lean source

```lean
import Mathlib

open Finset

namespace KondoTemperatureSensitivity

noncomputable section

/-- Haldane's Kondo temperature of a level at energy `e`, with charging energy `U`, hybridisation
half-width `D` and a level-independent prefactor `T₀`. Physically `T₀`, `U` and `D` are positive;
the definition accepts all real values. -/
def kondoTemp (T₀ U D e : ℝ) : ℝ :=
  T₀ * Real.exp (Real.pi * e * (e + U) / (2 * D * U))

/-- Shifting the level by `d` multiplies the Kondo temperature by an exponential whose
exponent has a part quadratic in `d` and a part linear in `d`. -/
theorem kondoTemp_shift (T₀ U D e d : ℝ) :
    kondoTemp T₀ U D (e + d) = kondoTemp T₀ U D e *
      Real.exp (Real.pi * (d ^ 2 + d * (2 * e + U)) / (2 * D * U)) := by
  unfold kondoTemp
  rw [mul_assoc T₀, ← Real.exp_add]
  congr 2
  ring

/-- First-order sensitivity: the derivative of the Kondo temperature with respect to the
level energy is the Kondo temperature times `π (2e + U) / (2DU)`. -/
theorem kondoTemp_hasDerivAt (T₀ U D e : ℝ) :
    HasDerivAt (fun x => kondoTemp T₀ U D x)
      (kondoTemp T₀ U D e * (Real.pi * (2 * e + U) / (2 * D * U))) e := by
  have h : HasDerivAt (fun x : ℝ => Real.pi * x * (x + U) / (2 * D * U))
      (Real.pi * (2 * e + U) / (2 * D * U)) e := by
    have h0 := (((hasDerivAt_id' e).const_mul Real.pi).fun_mul
      ((hasDerivAt_id' e).add_const U)).div_const (2 * D * U)
    exact h0.congr_deriv (by ring)
  have h1 := h.exp.const_mul T₀
  exact h1.congr_deriv (by unfold kondoTemp; ring)

/-- The mean Kondo temperature over the two opposite level errors `d` and `-d` is the error-free
value times `exp (π d² / (2DU))` and a hyperbolic cosine. -/
theorem mean_opposite_errors (T₀ U D e d : ℝ) :
    (kondoTemp T₀ U D (e + d) + kondoTemp T₀ U D (e - d)) / 2 =
      kondoTemp T₀ U D e * (Real.exp (Real.pi * d ^ 2 / (2 * D * U)) *
        Real.cosh (Real.pi * d * (2 * e + U) / (2 * D * U))) := by
  -- split each exponent into its even and odd part in `d`
  have h1 : Real.exp (Real.pi * (d ^ 2 + d * (2 * e + U)) / (2 * D * U)) =
      Real.exp (Real.pi * d ^ 2 / (2 * D * U)) *
        Real.exp (Real.pi * d * (2 * e + U) / (2 * D * U)) := by
    rw [← Real.exp_add]
    congr 1
    ring
  have h2 : Real.exp (Real.pi * ((-d) ^ 2 + (-d) * (2 * e + U)) / (2 * D * U)) =
      Real.exp (Real.pi * d ^ 2 / (2 * D * U)) *
        Real.exp (-(Real.pi * d * (2 * e + U) / (2 * D * U))) := by
    rw [← Real.exp_add]
    congr 1
    ring
  rw [sub_eq_add_neg e d, kondoTemp_shift T₀ U D e d, kondoTemp_shift T₀ U D e (-d),
    h1, h2, Real.cosh_eq]
  ring

/-- For positive `T₀`, `U` and `D`, the mean Kondo temperature over the level errors `d` and
`-d` has the closed form below, and it exceeds the error-free value exactly when `d ≠ 0`. -/
theorem opposite_errors_bias_upward {T₀ U D : ℝ} (hT : 0 < T₀) (hU : 0 < U) (hD : 0 < D)
    (e d : ℝ) :
    (kondoTemp T₀ U D (e + d) + kondoTemp T₀ U D (e - d)) / 2 =
      kondoTemp T₀ U D e * (Real.exp (Real.pi * d ^ 2 / (2 * D * U)) *
        Real.cosh (Real.pi * d * (2 * e + U) / (2 * D * U))) ∧
    (kondoTemp T₀ U D e <
      (kondoTemp T₀ U D (e + d) + kondoTemp T₀ U D (e - d)) / 2 ↔ d ≠ 0) := by
  refine ⟨mean_opposite_errors T₀ U D e d, ?_, ?_⟩
  · intro h hd
    rw [hd, add_zero, sub_zero] at h
    linarith
  · intro hd
    have hK : 0 < kondoTemp T₀ U D e := mul_pos hT (Real.exp_pos _)
    -- the exponential factor is above one, the hyperbolic cosine at least one
    have hexp : 1 < Real.exp (Real.pi * d ^ 2 / (2 * D * U)) :=
      Real.one_lt_exp_iff.mpr (by positivity)
    rw [mean_opposite_errors]
    exact lt_mul_of_one_lt_right hK (lt_of_lt_of_le hexp
      (le_mul_of_one_le_right (Real.exp_pos _).le (Real.one_le_cosh _)))

/-- For a finite ensemble of level errors `d i` with probabilities `w i` and zero mean, and
`T₀ ≥ 0`, the average Kondo temperature is at least the error-free value times
`exp (π ⟨d²⟩ / (2DU))`. -/
theorem ensemble_lower_bound {ι : Type*} [Fintype ι] {T₀ : ℝ} (hT : 0 ≤ T₀) (U D e : ℝ)
    (w d : ι → ℝ) (hw : ∀ i, 0 ≤ w i) (hw1 : ∑ i, w i = 1) (hd : ∑ i, w i * d i = 0) :
    kondoTemp T₀ U D e * Real.exp (Real.pi * (∑ i, w i * d i ^ 2) / (2 * D * U)) ≤
      ∑ i, w i * kondoTemp T₀ U D (e + d i) := by
  -- the linear part of the exponent averages to zero
  have hx : ∑ i, w i * (Real.pi * (d i ^ 2 + d i * (2 * e + U)) / (2 * D * U)) =
      Real.pi * (∑ i, w i * d i ^ 2) / (2 * D * U) := by
    have h : ∑ i, w i * (Real.pi * (d i ^ 2 + d i * (2 * e + U)) / (2 * D * U)) =
        Real.pi / (2 * D * U) * (∑ i, w i * d i ^ 2) +
          Real.pi * (2 * e + U) / (2 * D * U) * (∑ i, w i * d i) := by
      rw [mul_sum, mul_sum, ← sum_add_distrib]
      refine sum_congr rfl fun i _ => ?_
      ring
    rw [h, hd]
    ring
  -- Jensen's inequality for the exponential
  have hJ := convexOn_exp.map_sum_le (t := univ) (w := w)
    (p := fun i => Real.pi * (d i ^ 2 + d i * (2 * e + U)) / (2 * D * U))
    (fun i _ => hw i) hw1 (fun i _ => Set.mem_univ _)
  simp only [smul_eq_mul] at hJ
  rw [hx] at hJ
  have hsum : ∑ i, w i * kondoTemp T₀ U D (e + d i) = kondoTemp T₀ U D e *
      ∑ i, w i * Real.exp (Real.pi * (d i ^ 2 + d i * (2 * e + U)) / (2 * D * U)) := by
    rw [mul_sum]
    refine sum_congr rfl fun i _ => ?_
    rw [kondoTemp_shift]
    ring
  rw [hsum]
  exact mul_le_mul_of_nonneg_left hJ (mul_nonneg hT (Real.exp_pos _).le)

/-- For positive `T₀`, `U` and `D`, a finite ensemble of zero-mean level errors, at least one
of them nonzero with positive probability, raises the average Kondo temperature strictly
above the error-free value. -/
theorem ensemble_bias_upward {ι : Type*} [Fintype ι] {T₀ U D : ℝ} (hT : 0 < T₀)
    (hU : 0 < U) (hD : 0 < D) (e : ℝ) (w d : ι → ℝ) (hw : ∀ i, 0 ≤ w i)
    (hw1 : ∑ i, w i = 1) (hd : ∑ i, w i * d i = 0) (hne : ∃ j, 0 < w j ∧ d j ≠ 0) :
    kondoTemp T₀ U D e < ∑ i, w i * kondoTemp T₀ U D (e + d i) := by
  obtain ⟨j, hj, hdj⟩ := hne
  have hvar : 0 < ∑ i, w i * d i ^ 2 :=
    sum_pos' (fun i _ => mul_nonneg (hw i) (sq_nonneg _))
      ⟨j, mem_univ j, mul_pos hj (by positivity)⟩
  have hexp : 1 < Real.exp (Real.pi * (∑ i, w i * d i ^ 2) / (2 * D * U)) :=
    Real.one_lt_exp_iff.mpr
      (div_pos (mul_pos Real.pi_pos hvar) (by positivity))
  have hK : 0 < kondoTemp T₀ U D e := mul_pos hT (Real.exp_pos _)
  exact lt_of_lt_of_le (lt_mul_of_one_lt_right hK hexp)
    (ensemble_lower_bound hT.le U D e w d hw hw1 hd)

/-- At the particle-hole symmetric point `e = -U/2`, the mean Kondo temperature over the level
errors `d` and `-d` equals the error-free value times `exp (π d² / (2DU))`. For `T₀ ≥ 0` this is the
ensemble lower bound, attained with equality. -/
theorem symmetric_point_attains_bound (T₀ U D d : ℝ) :
    (kondoTemp T₀ U D (-U / 2 + d) + kondoTemp T₀ U D (-U / 2 - d)) / 2 =
      kondoTemp T₀ U D (-U / 2) * Real.exp (Real.pi * d ^ 2 / (2 * D * U)) := by
  have h : Real.pi * d * (2 * (-U / 2) + U) / (2 * D * U) = 0 := by
    have h0 : 2 * (-U / 2) + U = 0 := by ring
    rw [h0, mul_zero, zero_div]
  rw [mean_opposite_errors, h, Real.cosh_zero, mul_one]

end

end KondoTemperatureSensitivity
```

```lean
#print axioms KondoTemperatureSensitivity.kondoTemp_hasDerivAt
-- 'KondoTemperatureSensitivity.kondoTemp_hasDerivAt' depends on axioms: [propext, Classical.choice, Quot.sound]
#print axioms KondoTemperatureSensitivity.opposite_errors_bias_upward
-- 'KondoTemperatureSensitivity.opposite_errors_bias_upward' depends on axioms: [propext, Classical.choice, Quot.sound]
#print axioms KondoTemperatureSensitivity.ensemble_bias_upward
-- 'KondoTemperatureSensitivity.ensemble_bias_upward' depends on axioms: [propext, Classical.choice, Quot.sound]
#print axioms KondoTemperatureSensitivity.symmetric_point_attains_bound
-- 'KondoTemperatureSensitivity.symmetric_point_attains_bound' depends on axioms: [propext, Classical.choice, Quot.sound]
```

## What the theorems establish, and for which dots

`kondoTemp T₀ U D e` is $K(e)$, with all arguments real; `T₀ = 1` leaves the bare exponential. `opposite_errors_bias_upward` states the closed form and the equivalence between a strict increase and `d ≠ 0`, for positive `T₀`, `U` and `D`. In the ensemble theorems, the finite type `ι` labels the errors `d i`, `hw` and `hw1` make the weights `w i` probabilities, and `hd` sets the mean error to zero. The strict version also needs `hne`: some nonzero error occurs with positive probability.

The proofs follow the calculation above. `kondoTemp_shift` combines the exponentials and leaves the polynomial identity to `ring`. `mean_opposite_errors` splits the even and odd parts of the exponent, then uses `Real.cosh_eq`. The strict bias comes from `Real.one_lt_exp_iff` and `Real.one_le_cosh`. In `ensemble_lower_bound`, `hx` averages the exponent and `convexOn_exp.map_sum_le` supplies Jensen's inequality; `ensemble_bias_upward` adds that the variance is positive. `kondoTemp_hasDerivAt` applies the product and chain rules.

The step left to the user is from Haldane's formula to the Kondo temperature of an actual dot. It is reasonable only if every shifted level stays in the local-moment regime, with $e$ well below and $e+U$ well above the Fermi energy on the scale of $D$. The theorems accept any real level and error, and they hold $T_0$, $U$ and $D$ fixed while the level varies.

The errors could also have been modelled as a continuous random variable. Integrals would then replace the finite sums, and a finite average would become an extra condition: for Gaussian errors of variance $\sigma^2$, it requires $\sigma^2<DU/\pi$.
